# Casimir–Polder $C_6$ coefficients of unlike atoms never exceed the geometric mean of the like-pair values

Suppose each atom enters only through its dynamic polarizability at imaginary frequency $iu$: a real function that is continuous, nonnegative, not identically zero and square-integrable on $[0,\infty)$. For two isotropic atoms with polarizabilities $a$ and $b$, in atomic units and without retardation, the coefficient in the dispersion energy $-C_6/R^6$ is

$$C_6(a,b)=\frac{3}{\pi}\int_0^\infty a(u)\,b(u)\,du .$$

I know the combination rule $C_6(a,b)\approx\sqrt{C_6(a,a)\,C_6(b,b)}$, and I've been told that it can only overestimate. Can this be made rigorous and machine-checked, including exactly when the rule is exact?

## Subtracting the best multiple of one response from the other

Yes: in this model the rule is an upper bound, and it is exact precisely when $a=kb$ on $[0,\infty)$ for some $k>0$.

All the integrals are finite, because $|ab|\le a^2+b^2$. Moreover $C_6(b,b)>0$: if it vanished, $b^2$ would be zero almost everywhere, hence everywhere on $[0,\infty)$ by continuity, but $b$ is not identically zero.

For real $k$, expand the self-coefficient of the residual $d=a-kb$:

$$0\le C_6(d,d)=C_6(a,a)-2k\,C_6(a,b)+k^2C_6(b,b).$$

Choose $k=C_6(a,b)/C_6(b,b)$ and multiply by $C_6(b,b)$:

$$0\le C_6(b,b)\,C_6(d,d)=C_6(a,a)\,C_6(b,b)-C_6(a,b)^2 .$$

This is the inequality. If equality holds, then $C_6(d,d)=0$, so $d=0$ at every $u\ge0$ by the same continuity argument, and $a=kb$. Here $k\ge0$ because $a$ and $b$ are nonnegative, and $k=0$ would make $a$ vanish. Conversely, $a=kb$ gives $C_6(a,b)=k\,C_6(b,b)$ and $C_6(a,a)=k^2C_6(b,b)$, hence equality. Since $C_6(a,b)\ge0$, taking square roots preserves both statements.

For several species and real numbers $x_i$, linearity gives

$$\sum_{i,j}x_ix_j\,C_6(a_i,a_j)=C_6\Big(\sum_i x_ia_i,\ \sum_j x_ja_j\Big)\ge0 .$$

```lean
import Mathlib

open MeasureTheory Set

namespace DispersionGeometricMean

noncomputable section

/-- A dynamic polarizability at imaginary frequency `u ≥ 0`: continuous, nonnegative,
not identically zero and square-integrable. -/
structure IsPolarizability (a : ℝ → ℝ) : Prop where
  cont : ContinuousOn a (Ici 0)
  nonneg : ∀ u, 0 ≤ u → 0 ≤ a u
  nontrivial : ∃ u, 0 ≤ u ∧ a u ≠ 0
  sq_int : Integrable (fun u => a u ^ 2) (volume.restrict (Ici 0))

/-- The Casimir–Polder dispersion coefficient `(3/π) ∫ a(u) b(u) du` over `u ≥ 0`, in atomic units.
-/
def C6 (a b : ℝ → ℝ) : ℝ := 3 / Real.pi * ∫ u in Ici (0 : ℝ), a u * b u

/-- The one-pole profile `1/(1+u²)` is a polarizability in the sense used here. -/
theorem isPolarizability_witness : IsPolarizability (fun u => (1 + u ^ 2)⁻¹) where
  cont := by
    have h : Continuous (fun u : ℝ => (1 + u ^ 2)⁻¹) :=
      Continuous.inv₀ (by fun_prop) (fun u => by positivity)
    exact h.continuousOn
  nonneg := fun u _ => by positivity
  nontrivial := ⟨0, le_refl 0, by norm_num⟩
  sq_int := by
    have hc : Continuous (fun u : ℝ => ((1 + u ^ 2)⁻¹) ^ 2) :=
      (Continuous.inv₀ (by fun_prop) (fun u => by positivity)).pow 2
    have h : Integrable (fun u : ℝ => ((1 + u ^ 2)⁻¹) ^ 2) volume := by
      refine integrable_inv_one_add_sq.mono' hc.aestronglyMeasurable
        (ae_of_all _ fun u => ?_)
      rw [Real.norm_of_nonneg (by positivity)]
      have h0 : 0 ≤ (1 + u ^ 2)⁻¹ := by positivity
      have h1 : (1 + u ^ 2)⁻¹ ≤ 1 := inv_le_one_of_one_le₀ (by nlinarith [sq_nonneg u])
      nlinarith [mul_nonneg h0 (sub_nonneg.2 h1)]
    exact h.restrict

/-- The Casimir–Polder integrand of two polarizabilities is integrable. -/
theorem integrable_mul {a b : ℝ → ℝ} (ha : IsPolarizability a) (hb : IsPolarizability b) :
    Integrable (fun u => a u * b u) (volume.restrict (Ici 0)) := by
  refine (ha.sq_int.add hb.sq_int).mono'
    ((ha.cont.mul hb.cont).aestronglyMeasurable measurableSet_Ici) (ae_of_all _ fun u => ?_)
  show |a u * b u| ≤ a u ^ 2 + b u ^ 2
  exact abs_le.mpr
    ⟨by nlinarith [sq_nonneg (a u + b u), sq_nonneg (a u), sq_nonneg (b u)],
     by nlinarith [sq_nonneg (a u - b u), sq_nonneg (a u), sq_nonneg (b u)]⟩

/-- The dispersion coefficient of two polarizabilities is nonnegative. -/
theorem C6_nonneg {a b : ℝ → ℝ} (ha : IsPolarizability a) (hb : IsPolarizability b) :
    0 ≤ C6 a b :=
  mul_nonneg (by positivity)
    (setIntegral_nonneg measurableSet_Ici fun u hu => mul_nonneg (ha.nonneg u hu) (hb.nonneg u hu))

/-- The self-coefficient of any real response function, of either sign, is nonnegative. -/
theorem C6_self_nonneg (d : ℝ → ℝ) : 0 ≤ C6 d d :=
  mul_nonneg (by positivity) (integral_nonneg fun u => mul_self_nonneg (d u))

/-- A continuous square-integrable response with vanishing self-coefficient is zero at every
imaginary frequency `u ≥ 0`. -/
theorem eq_zero_of_C6_self {d : ℝ → ℝ} (hc : ContinuousOn d (Ici 0))
    (hi : Integrable (fun u => d u * d u) (volume.restrict (Ici 0))) (h : C6 d d = 0) :
    ∀ u, 0 ≤ u → d u = 0 := by
  have hp : 3 / Real.pi ≠ 0 := by positivity
  have h0 : ∫ u in Ici (0 : ℝ), d u * d u = 0 := (mul_eq_zero.mp h).resolve_left hp
  -- a vanishing integral gives zero almost everywhere, and continuity removes the "almost"
  have hae : (fun u => d u * d u) =ᵐ[volume.restrict (Ici 0)] (fun _ => (0 : ℝ)) :=
    (integral_eq_zero_iff_of_nonneg (fun u => mul_self_nonneg (d u)) hi).mp h0
  have heq := Measure.eqOn_of_ae_eq hae (hc.mul hc) continuousOn_const (by simp)
  intro u hu
  exact mul_self_eq_zero.mp (heq hu)

/-- The residual response `a - k b` has an integrable square, and its self-coefficient is a
quadratic polynomial in `k` built from the three pair coefficients. -/
theorem C6_residual {a b : ℝ → ℝ} (ha : IsPolarizability a) (hb : IsPolarizability b) (k : ℝ) :
    Integrable (fun u => (a u - k * b u) * (a u - k * b u)) (volume.restrict (Ici 0)) ∧
    C6 (fun u => a u - k * b u) (fun u => a u - k * b u)
      = C6 a a - 2 * k * C6 a b + k ^ 2 * C6 b b := by
  have haa := integrable_mul ha ha
  have hab := (integrable_mul ha hb).const_mul (2 * k)
  have hbb := (integrable_mul hb hb).const_mul (k ^ 2)
  have hsub : Integrable (fun u => a u * a u - 2 * k * (a u * b u))
      (volume.restrict (Ici 0)) := haa.sub hab
  have e : (fun u => (a u - k * b u) * (a u - k * b u))
      = fun u => (a u * a u - 2 * k * (a u * b u)) + k ^ 2 * (b u * b u) := by
    ext u; ring
  constructor
  · rw [e]
    exact hsub.add hbb
  · unfold C6
    rw [e, integral_add hsub hbb, integral_sub haa hab, integral_const_mul, integral_const_mul]
    ring

/-- The squared unlike-pair coefficient never exceeds the product of the like-pair coefficients,
with equality exactly when the two polarizabilities are proportional. -/
theorem C6_sq_le {a b : ℝ → ℝ} (ha : IsPolarizability a) (hb : IsPolarizability b) :
    C6 a b ^ 2 ≤ C6 a a * C6 b b ∧
    (C6 a b ^ 2 = C6 a a * C6 b b ↔ ∃ k, 0 < k ∧ ∀ u, 0 ≤ u → a u = k * b u) := by
  have hB : C6 b b ≠ 0 := by
    intro h
    obtain ⟨u, hu, hne⟩ := hb.nontrivial
    exact hne (eq_zero_of_C6_self hb.cont (integrable_mul hb hb) h u hu)
  -- remove from `a` its best multiple of `b`
  obtain ⟨hint, hres⟩ := C6_residual ha hb (C6 a b / C6 b b)
  have key : C6 b b * C6 (fun u => a u - C6 a b / C6 b b * b u)
      (fun u => a u - C6 a b / C6 b b * b u) = C6 a a * C6 b b - C6 a b ^ 2 := by
    rw [hres]
    field_simp
    ring
  refine ⟨?_, ?_, ?_⟩
  · have h := mul_nonneg (C6_self_nonneg b) (C6_self_nonneg (fun u => a u - C6 a b / C6 b b * b u))
    linarith
  · intro h
    have hz := eq_zero_of_C6_self (ha.cont.sub (continuousOn_const.mul hb.cont)) hint
      ((mul_eq_zero.mp (key.trans (by linarith))).resolve_left hB)
    have hprop : ∀ u, 0 ≤ u → a u = C6 a b / C6 b b * b u :=
      fun u hu => sub_eq_zero.mp (hz u hu)
    refine ⟨C6 a b / C6 b b, ?_, hprop⟩
    refine lt_of_le_of_ne (div_nonneg (C6_nonneg ha hb) (C6_self_nonneg b)) fun h0 => ?_
    obtain ⟨u, hu, hne⟩ := ha.nontrivial
    exact hne (by rw [hprop u hu, ← h0, zero_mul])
  · rintro ⟨k, -, hk⟩
    have e1 : ∫ u in Ici (0 : ℝ), a u * b u = ∫ u in Ici (0 : ℝ), k * (b u * b u) :=
      setIntegral_congr_fun measurableSet_Ici fun u hu => by
        show a u * b u = k * (b u * b u)
        rw [hk u hu]; ring
    have e2 : ∫ u in Ici (0 : ℝ), a u * a u = ∫ u in Ici (0 : ℝ), k ^ 2 * (b u * b u) :=
      setIntegral_congr_fun measurableSet_Ici fun u hu => by
        show a u * a u = k ^ 2 * (b u * b u)
        rw [hk u hu]; ring
    unfold C6
    rw [e1, e2, integral_const_mul, integral_const_mul]
    ring

/-- The unlike-pair coefficient is at most the geometric mean of the like-pair coefficients,
with equality exactly for proportional polarizabilities. -/
theorem C6_le_geometric_mean {a b : ℝ → ℝ} (ha : IsPolarizability a) (hb : IsPolarizability b) :
    C6 a b ≤ √(C6 a a * C6 b b) ∧
    (C6 a b = √(C6 a a * C6 b b) ↔ ∃ k, 0 < k ∧ ∀ u, 0 ≤ u → a u = k * b u) := by
  refine ⟨(le_abs_self _).trans (Real.abs_le_sqrt (C6_sq_le ha hb).1), ?_⟩
  rw [← (C6_sq_le ha hb).2]
  constructor
  · intro h
    rw [h, Real.sq_sqrt (mul_nonneg (C6_self_nonneg a) (C6_self_nonneg b))]
  · intro h
    rw [← h, Real.sqrt_sq (C6_nonneg ha hb)]

/-- For any finite set of species, the table of pair coefficients is a positive semidefinite
quadratic form. -/
theorem C6_table_posSemidef {ι : Type*} [Fintype ι] {a : ι → ℝ → ℝ}
    (ha : ∀ i, IsPolarizability (a i)) (x : ι → ℝ) :
    0 ≤ ∑ i, ∑ j, x i * x j * C6 (a i) (a j) := by
  have hint : ∀ i j, Integrable (fun u => x i * x j * (a i u * a j u))
      (volume.restrict (Ici 0)) := fun i j => (integrable_mul (ha i) (ha j)).const_mul _
  -- the form is the self-coefficient of the combined response
  have h : C6 (fun u => ∑ i, x i * a i u) (fun u => ∑ i, x i * a i u)
      = ∑ i, ∑ j, x i * x j * C6 (a i) (a j) := by
    have e : (fun u => (∑ i, x i * a i u) * (∑ j, x j * a j u))
        = fun u => ∑ i, ∑ j, x i * x j * (a i u * a j u) := by
      ext u
      rw [Finset.sum_mul_sum]
      exact Finset.sum_congr rfl fun i _ => Finset.sum_congr rfl fun j _ => by ring
    unfold C6
    rw [e, MeasureTheory.integral_finsetSum _ (fun i _ => MeasureTheory.integrable_finsetSum _ (fun j _ => hint i j)),
      Finset.mul_sum]
    refine Finset.sum_congr rfl fun i _ => ?_
    rw [MeasureTheory.integral_finsetSum _ (fun j _ => hint i j), Finset.mul_sum]
    refine Finset.sum_congr rfl fun j _ => ?_
    rw [integral_const_mul]
    ring
  rw [← h]
  exact C6_self_nonneg _

end

end DispersionGeometricMean
```

```lean
#print axioms DispersionGeometricMean.C6_le_geometric_mean
#print axioms DispersionGeometricMean.C6_table_posSemidef
```

```
'DispersionGeometricMean.C6_le_geometric_mean' depends on axioms: [propext, Classical.choice, Quot.sound]
'DispersionGeometricMean.C6_table_posSemidef' depends on axioms: [propext, Classical.choice, Quot.sound]
```

## How the Lean definitions represent atoms

A polarizability is a function `a : ℝ → ℝ`, of which only the values on `Ici 0`, that is $[0,\infty)$, matter. `IsPolarizability` collects the four conditions. They reflect a ground-state response: a sum of terms $f/(\omega^2+u^2)$ with nonnegative oscillator strengths and positive excitation energies is continuous and nonnegative, and typically falls off as $1/u^2$. `isPolarizability_witness` confirms that $1/(1+u^2)$ qualifies.

`C6` takes the Casimir–Polder formula as its definition, in atomic units; the prefactor $3/\pi$ belongs to isotropic atoms without retardation. Its derivation from quantum mechanics is not formalized here, and anisotropy, higher multipoles and many-body dispersion are absent.

`C6_sq_le` states the squared inequality and its equality case, `C6_le_geometric_mean` the square-root version. `C6_table_posSemidef` covers any finite set of species.

## How the proof follows the residual

`integrable_mul` supplies the bound on $|ab|$. `eq_zero_of_C6_self` turns a vanishing self-coefficient into a vanishing function: `integral_eq_zero_iff_of_nonneg` gives zero almost everywhere, and `Measure.eqOn_of_ae_eq` uses continuity to extend this to every $u\ge0$.

`C6_residual` proves the quadratic expansion. Inside `C6_sq_le`, `hB` says that $C_6(b,b)\ne0$, and `key` is the identity obtained with the chosen $k$. Nonnegativity of its left side gives the bound; its vanishing gives proportionality. The converse rewrites both integrals with `setIntegral_congr_fun`. For the table, `C6_table_posSemidef` expands the self-coefficient of the combined response and applies `C6_self_nonneg`.

## Frequency grids and a discontinuous counterexample

In a calculation the integral becomes a quadrature,

$$C_6(a,b)\approx\frac{3}{\pi}\sum_n w_n\,a(u_n)\,b(u_n).$$

With positive weights and the same grid for all three coefficients, the discrete Cauchy–Schwarz inequality gives the same bound. A violation beyond rounding error therefore means that a weight is negative, that the grids or polarizability data differ between the three sums, or that a sum has been evaluated wrongly. Equality on the grid only requires proportionality at the nodes.

Continuity matters for the equality case. Take $b(u)=1/(1+u^2)$, and let $a$ equal $b$ except that $a(1)=0$. The integrals do not notice the changed point, so equality holds, yet no single $k$ gives $a=kb$ at every $u\ge0$.

If a force field takes Casimir–Polder values for its isotropic like-pair $C_6$ coefficients, the geometric-mean rule overestimates the unlike-pair Casimir–Polder value unless the two polarizabilities have the same dependence on imaginary frequency up to scale. For fitted like-pair coefficients the theorem gives no such guarantee.
